# The long-wavelength density response of a three-dimensional gas of non-interacting quasiparticles above the continuum as a series in inverse even powers of the velocity ratio

The lemma concerns the density response of non-interacting quasiparticles in three dimensions, with a spherical Fermi surface and at zero temperature, in the long-wavelength limit. The response is the density change per unit of applied potential energy, divided by the density of states at the Fermi level (both spins included). It depends only on s = ω/(q v_F), the ratio of the phase velocity of the disturbance (for a sound mode, the sound velocity) to the Fermi velocity. Above the particle–hole continuum, s > 1, it is (s/2) ln((s + 1)/(s − 1)) − 1. For every real s > 1, the lemma says that the series with terms s^(−2(k+1))/(2k + 3), k = 0, 1, 2, …, converges to this value. The attempt takes Mathlib's series for ln(1 + x) − ln(1 − x) at x = 1/s, multiplies it by s/2, and removes the first term, which equals 1 and accounts for the constant −1.

The failing Lean file:

```lean
import Mathlib

open Filter Topology

namespace ZeroSoundStrongCoupling

noncomputable section

/-- For `s > 1`, the long-wavelength density response of non-interacting quasiparticles, divided by
the density of states at the Fermi level, as a function of the ratio `s` of the sound velocity to
the Fermi velocity. -/
def response (s : ℝ) : ℝ := s / 2 * Real.log ((s + 1) / (s - 1)) - 1

/-- Above the continuum the response is a series in inverse even powers of the velocity ratio. -/
theorem hasSum_response {s : ℝ} (hs : 1 < s) :
    HasSum (fun k : ℕ => (1 / s ^ 2) ^ (k + 1) / (2 * (k : ℝ) + 3)) (response s) := by
  have hs0 : 0 < s := by linarith
  have hs1 : 0 < s - 1 := by linarith
  have hx : |1 / s| < 1 := by
    rw [abs_of_pos (by positivity), div_lt_one hs0]
    exact hs
  have h := (Real.hasSum_log_sub_log_of_abs_lt_one hx).mul_left (s / 2)
  have hlog : Real.log (1 + 1 / s) - Real.log (1 - 1 / s) = Real.log ((s + 1) / (s - 1)) := by
    have h2 : 1 - 1 / s = (s - 1) / s := by field_simp
    have h3 : 1 + 1 / s = (s + 1) / s := by field_simp
    have h4 : s + 1 ≠ 0 := by positivity
    rw [h2, h3, Real.log_div h4 hs0.ne', Real.log_div hs1.ne' hs0.ne',
      Real.log_div h4 hs1.ne']
    ring
  rw [hlog] at h
  -- the first term of the series cancels the constant `-1`
  have h' := (hasSum_nat_add_iff' 1).mpr h
  convert h' using 1
  · funext k
    have e : (1 / s) ^ (2 * (k + 1) + 1) = (1 / s ^ 2) ^ (k + 1) * (1 / s) := by
      rw [pow_succ (1 / s) (2 * (k + 1)), pow_mul, one_div_pow s 2]
    have hk : 2 * ((k : ℝ) + 1) + 1 = 2 * (k : ℝ) + 3 := by ring
    push_cast
    rw [e, hk]
    generalize (1 / s ^ 2) ^ (k + 1) = q
    field_simp
  · have e0 : s / 2 * (2 * (1 / (2 * ((0 : ℕ) : ℝ) + 1)) * (1 / s) ^ (2 * 0 + 1)) = 1 := by
      norm_num <;> field_simp
    simp only [Finset.sum_range_one, response]
    linear_combination e0

end

end ZeroSoundStrongCoupling
```

Compiling this gives:

```
Main.lean:34:4: error: Tactic `apply` failed: could not unify the conclusion of `@funext`
  ?f = ?g
with the goal
  Real.instAddCommMonoid = Real.instAddCommGroup.toAddCommMonoid

Note: The full type of `@funext` is
  ∀ {α : Sort ?u.177} {β : α → Sort ?u.176} {f g : (x : α) → β x}, (∀ (x : α), f x = g x) → f = g

case e'_3
s : ℝ
hs : 1 < s
hs0 : 0 < s
hs1 : 0 < s - 1
hx : |1 / s| < 1
h : HasSum (fun i => s / 2 * (2 * (1 / (2 * ↑i + 1)) * (1 / s) ^ (2 * i + 1))) (s / 2 * Real.log ((s + 1) / (s - 1)))
hlog : Real.log (1 + 1 / s) - Real.log (1 - 1 / s) = Real.log ((s + 1) / (s - 1))
h' :
  HasSum (fun n => s / 2 * (2 * (1 / (2 * ↑(n + 1) + 1)) * (1 / s) ^ (2 * (n + 1) + 1)))
    (s / 2 * Real.log ((s + 1) / (s - 1)) -
      ∑ i ∈ Finset.range 1, s / 2 * (2 * (1 / (2 * ↑i + 1)) * (1 / s) ^ (2 * i + 1)))
⊢ Real.instAddCommMonoid = Real.instAddCommGroup.toAddCommMonoid
Main.lean:44:4: error: `simp` made no progress
Main.lean:16:84: error: unsolved goals
case e'_6
s : ℝ
hs : 1 < s
hs0 : 0 < s
hs1 : 0 < s - 1
hx : |1 / s| < 1
h : HasSum (fun i => s / 2 * (2 * (1 / (2 * ↑i + 1)) * (1 / s) ^ (2 * i + 1))) (s / 2 * Real.log ((s + 1) / (s - 1)))
hlog : Real.log (1 + 1 / s) - Real.log (1 - 1 / s) = Real.log ((s + 1) / (s - 1))
h' :
  HasSum (fun n => s / 2 * (2 * (1 / (2 * ↑(n + 1) + 1)) * (1 / s) ^ (2 * (n + 1) + 1)))
    (s / 2 * Real.log ((s + 1) / (s - 1)) -
      ∑ i ∈ Finset.range 1, s / 2 * (2 * (1 / (2 * ↑i + 1)) * (1 / s) ^ (2 * i + 1)))
⊢ response s =
    s / 2 * Real.log ((s + 1) / (s - 1)) -
      ∑ i ∈ Finset.range 1, s / 2 * (2 * (1 / (2 * ↑i + 1)) * (1 / s) ^ (2 * i + 1))
```

What went wrong. The mathematics was sound, but `convert h' using 1` left one goal more than the proof expected. `hasSum_nat_add_iff'` involves a subtraction, so `h'` gets its additive structure on the reals from `Real.instAddCommGroup`, while the theorem uses `Real.instAddCommMonoid`. `convert` left the equality of these two instances as its first goal. `funext` failed there because the goal is not an equality of functions.

The second bullet then fell on what must be the equality of the summands, where `simp only` found neither a sum over `Finset.range 1` nor `response` to rewrite. The equality of the values, for which that bullet was written, had no bullet left and is the unsolved goal in the last message.

The repair states the two intended equalities explicitly as `hf` and `hv`, so each argument meets its own goal. After `rw [hf, hv]`, `exact h'` closes the proof, since Lean accepts the two instances as equal by definition. Putting `norm_num` and `field_simp` on separate lines is mere tidying: no message concerns that step.

The mended proof, as a diff:

```diff
@@ -31,6 +31,8 @@
   -- the first term of the series cancels the constant `-1`
   have h' := (hasSum_nat_add_iff' 1).mpr h
-  convert h' using 1
-  · funext k
+  have hf : (fun k : ℕ => (1 / s ^ 2) ^ (k + 1) / (2 * (k : ℝ) + 3)) =
+      fun n : ℕ => s / 2 * (2 * (1 / (2 * ((n + 1 : ℕ) : ℝ) + 1)) *
+        (1 / s) ^ (2 * (n + 1) + 1)) := by
+    funext k
     have e : (1 / s) ^ (2 * (k + 1) + 1) = (1 / s ^ 2) ^ (k + 1) * (1 / s) := by
       rw [pow_succ (1 / s) (2 * (k + 1)), pow_mul, one_div_pow s 2]
@@ -40,8 +42,13 @@
     generalize (1 / s ^ 2) ^ (k + 1) = q
     field_simp
-  · have e0 : s / 2 * (2 * (1 / (2 * ((0 : ℕ) : ℝ) + 1)) * (1 / s) ^ (2 * 0 + 1)) = 1 := by
-      norm_num <;> field_simp
+  have hv : response s = s / 2 * Real.log ((s + 1) / (s - 1)) -
+      ∑ i ∈ Finset.range 1, s / 2 * (2 * (1 / (2 * (i : ℝ) + 1)) * (1 / s) ^ (2 * i + 1)) := by
+    have e0 : s / 2 * (2 * (1 / (2 * ((0 : ℕ) : ℝ) + 1)) * (1 / s) ^ (2 * 0 + 1)) = 1 := by
+      norm_num
+      field_simp
     simp only [Finset.sum_range_one, response]
     linear_combination e0
+  rw [hf, hv]
+  exact h'
 
 end
```
